# A pair matrix with the correct contraction can still have negative pair occupations

Q: Take two electrons in four spin orbitals, with orbitals 1 and 2 filled and 3 and 4 empty. The one-particle density matrix is g = diag(1, 1, 0, 0). How can a two-particle matrix D reproduce this g and still be wrong?

A: Let M = diag(1/3, 1/3, −1/6, −1/6) and let swap exchange the two particles. Build

D = (M ⊗ 1 + 1 ⊗ M)(1 − swap).

For distinct orbitals i and j, the pair occupation is D(ij,ij) = M_ii + M_jj. This is 2/3 for the filled pair, 1/6 for each mixed pair and −1/3 for the empty pair. Now sum over the partner. Orbital 1 gets 2/3 + 1/6 + 1/6 = 1, and orbital 3 gets 1/6 + 1/6 − 1/3 = 0. The contraction is exactly g, but only because a negative occupation of the pair 34 cancels the spurious mixed ones.

Q: Why does a negative pair occupation disqualify D? Perhaps it is just an odd number in a table.

A: In an N-electron state Ψ, with a_i the annihilation operator of orbital i, the pair occupation is a squared norm:

D(ij,ij) = ‖a_j a_i Ψ‖² ≥ 0.

Mixtures of such states average these numbers, so they stay nonnegative. A D with a negative pair occupation therefore comes from no N-electron state, pure or mixed: it is not N-representable. The g in the example is perfectly good, since it belongs to a Slater determinant. The fault lies in this D.

Q: You chose M conveniently. Where does it come from for N electrons in r orbitals?

A: From the contraction condition. Write δ for the Kronecker delta. Multiplying by swap on the right exchanges the column labels, so

D(ij,kl) = M_ik δ_jl + δ_ik M_jl − M_il δ_jk − δ_il M_jk.

Set l = j and sum over j. The four terms give r M_ik, δ_ik tr M, −M_ik and −M_ik, so the contraction is

(r − 2) M + (tr M) 1.

For a genuine N-electron density matrix this must equal (N − 1) g, because each electron has N − 1 partners. Taking the trace, with tr g = N, gives

2(r − 1) tr M = N(N − 1).

For r ≥ 3 that fixes tr M, and with it M:

M = [(N − 1) g − N(N − 1)/(2(r − 1)) 1]/(r − 2).

Conversely, the trace of this M is

[N(N − 1) − r N(N − 1)/(2(r − 1))]/(r − 2) = N(N − 1)/(2(r − 1)),

so it does solve the equation. For i ≠ j, adding M_ii and M_jj yields

D(ij,ij) = (N − 1)/(r − 2) · (g_ii + g_jj − N/(r − 1)).

If g describes a filled set S of N orbitals and i, j both lie outside S, then g_ii = g_jj = 0 and

D(ij,ij) = −N(N − 1)/((r − 1)(r − 2)).

This is strictly negative for N ≥ 2, and two empty orbitals exist when N ≤ r − 2.

Q: What happens at the edge, with only one empty orbital?

A: Then r = N + 1, and for N ≥ 2 the formula reduces to g_ii + g_jj − 1, which is 1 for a filled pair and 0 for a mixed one. Those are the pair occupations of the Slater determinant itself, so the trouble starts precisely with the second empty orbital.

Q: Now the formal side. What are the orbitals in Lean?

A: Elements of an arbitrary finite type `n`, standing for orthonormal spin orbitals, each holding at most one electron. The number r is `Fintype.card n`.

```lean
import Mathlib

open Matrix
open scoped Kronecker ComplexOrder

namespace PairReconstruction

noncomputable section

variable {n : Type*} [Fintype n] [DecidableEq n]
```

Q: And the exchange of particles?

A: It is a matrix on pairs, with a 1 where the row label is the column label reversed.

```lean
/-- The operator that exchanges the two particles. -/
def exchange : Matrix (n × n) (n × n) ℂ :=
  Matrix.of fun p q => if p = q.swap then 1 else 0
```

The two-particle matrix is then the product already written, with `⊗ₖ` the Kronecker product. The factor 1 − swap is twice the projector onto antisymmetric pairs.

```lean
/-- The two-particle matrix `(M ⊗ 1 + 1 ⊗ M)(1 - swap)` built from a one-particle matrix `M`. -/
def pairMatrix (M : Matrix n n ℂ) : Matrix (n × n) (n × n) ℂ :=
  (M ⊗ₖ (1 : Matrix n n ℂ) + (1 : Matrix n n ℂ) ⊗ₖ M) * (1 - exchange)
```

Q: Which normalisation does the contraction use?

A: It sums over the second particle with no prefactor. Demanding (N − 1) g therefore means that D has trace N(N − 1), counting ordered pairs. A convention that counts each pair once would halve every entry and leave the signs alone.

```lean
/-- Contraction of a two-particle matrix: the partial trace over the second particle. -/
def contract (D : Matrix (n × n) (n × n) ℂ) : Matrix n n ℂ :=
  Matrix.of fun i k => ∑ j, D (i, j) (k, j)
```

The solution M found above is called `generator`.

```lean
/-- The one-particle matrix `((N - 1) g - N (N - 1) / (2 (r - 1))) / (r - 2)`,
with `r` the number of orbitals. -/
def generator (N : ℕ) (g : Matrix n n ℂ) : Matrix n n ℂ :=
  ((Fintype.card n : ℂ) - 2)⁻¹ •
    (((N : ℂ) - 1) • g - ((N : ℂ) * (N - 1) / (2 * ((Fintype.card n : ℂ) - 1))) • 1)
```

The matrix g of a filled set S is diagonal, with ones on S.

```lean
/-- The one-particle matrix with occupation one on the orbitals in `S` and zero elsewhere. -/
def occupation (S : Finset n) : Matrix n n ℂ :=
  Matrix.diagonal fun i => if i ∈ S then 1 else 0
```

Q: I want to see that `pairMatrix` has the entries you derived.

A: The first lemma says so. Its local statement `hx` is the rule that right multiplication by the exchange matrix swaps the column labels; expanding the Kronecker products does the rest. The deltas appear as entries of the identity matrix.

```lean
/-- The entries of the two-particle matrix: two direct terms minus two exchange terms. -/
theorem pairMatrix_apply (M : Matrix n n ℂ) (i j k l : n) :
    pairMatrix M (i, j) (k, l) =
      M i k * (1 : Matrix n n ℂ) j l + (1 : Matrix n n ℂ) i k * M j l
        - M i l * (1 : Matrix n n ℂ) j k - (1 : Matrix n n ℂ) i l * M j k := by
  -- multiplying by the exchange operator swaps the column labels
  have hx : ∀ A : Matrix (n × n) (n × n) ℂ,
      (A * exchange (n := n) : Matrix (n × n) (n × n) ℂ) (i, j) (k, l) = A (i, j) (l, k) := by
    intro A
    simp [Matrix.mul_apply, exchange]
  rw [pairMatrix, mul_sub, mul_one, Matrix.sub_apply, hx]
  simp only [Matrix.add_apply, Matrix.kroneckerMap_apply]
  ring
```

Q: Is D a fermionic object at all? If it lacked the right symmetry, its failure would be uninteresting.

A: It has the right symmetry for every M. Exchanging i and j in the entry formula flips the sign, and exchanging k and l does the same by the same inspection. The lemma records the first of these.

```lean
/-- The two-particle matrix changes sign when its two row labels are exchanged. -/
theorem pairMatrix_antisymm (M : Matrix n n ℂ) (i j k l : n) :
    pairMatrix M (j, i) (k, l) = -pairMatrix M (i, j) (k, l) := by
  rw [pairMatrix_apply, pairMatrix_apply]
  ring
```

If M is Hermitian, so is D. The proof conjugates the four terms and matches them with the original ones.

```lean
/-- A Hermitian one-particle matrix gives a Hermitian two-particle matrix. -/
theorem pairMatrix_isHermitian {M : Matrix n n ℂ} (hM : M.IsHermitian) :
    (pairMatrix M).IsHermitian := by
  have h1 : (1 : Matrix n n ℂ).IsHermitian := Matrix.isHermitian_one
  ext ⟨i, j⟩ ⟨k, l⟩
  rw [Matrix.conjTranspose_apply, pairMatrix_apply, pairMatrix_apply]
  simp only [star_sub, star_add, star_mul', hM.apply, h1.apply]
  ring
```

Q: Where is the partial trace computed?

A: In the next lemma. `h1` and `h2` are the two exchange sums, each a multiplication by the identity matrix, and `h3` takes the Kronecker delta out of a direct sum, which leaves the trace of M. The remaining direct term is a constant sum, which supplies the factor r.

```lean
/-- Contracting the two-particle matrix gives `(r - 2) M + tr M`, with `r` the number of
orbitals. -/
theorem contract_pairMatrix (M : Matrix n n ℂ) :
    contract (pairMatrix M) = ((Fintype.card n : ℂ) - 2) • M + M.trace • 1 := by
  ext i k
  have h1 : ∑ j, M i j * (1 : Matrix n n ℂ) j k = M i k := by
    rw [← Matrix.mul_apply, mul_one]
  have h2 : ∑ j, (1 : Matrix n n ℂ) i j * M j k = M i k := by
    rw [← Matrix.mul_apply, one_mul]
  have h3 : ∑ j, (1 : Matrix n n ℂ) i k * M j j = (1 : Matrix n n ℂ) i k * M.trace := by
    rw [← Finset.mul_sum]
    rfl
  simp only [contract, Matrix.of_apply, pairMatrix_apply, Matrix.one_apply_eq, mul_one,
    Finset.sum_sub_distrib, Finset.sum_add_distrib, h1, h2, h3, Finset.sum_const,
    Finset.card_univ, nsmul_eq_mul, Matrix.add_apply, Matrix.smul_apply, smul_eq_mul]
  ring
```

Q: You said the condition fixes M. Is that uniqueness proved, or just a solution exhibited?

A: Both directions are proved, for any complex g of trace N and at least three orbitals; g need not be Hermitian or diagonal. The forward direction applies the trace to both sides with `congrArg Matrix.trace`, solves for tr M and substitutes back. The reverse direction computes the trace of `generator` and checks the equation. The facts `r1` and `r2` say that r − 1 and r − 2 are nonzero, which licenses the divisions.

```lean
/-- For at least three orbitals and `g` of trace `N`, the two-particle matrix contracts to
`(N - 1) g` exactly when `M` is the generator of `g`. -/
theorem contract_eq_iff (hr : 3 ≤ Fintype.card n) {N : ℕ} {g : Matrix n n ℂ}
    (hg : g.trace = N) (M : Matrix n n ℂ) :
    contract (pairMatrix M) = ((N : ℂ) - 1) • g ↔ M = generator N g := by
  have r1 : (Fintype.card n : ℂ) - 1 ≠ 0 :=
    sub_ne_zero.mpr (by exact_mod_cast (by omega : Fintype.card n ≠ 1))
  have r2 : (Fintype.card n : ℂ) - 2 ≠ 0 :=
    sub_ne_zero.mpr (by exact_mod_cast (by omega : Fintype.card n ≠ 2))
  rw [contract_pairMatrix]
  constructor
  · intro h
    -- the trace of the contraction condition fixes the trace of `M`
    have ht := congrArg Matrix.trace h
    simp only [Matrix.trace_add, Matrix.trace_smul, Matrix.trace_one, hg, smul_eq_mul] at ht
    have t : M.trace = (N : ℂ) * (N - 1) / (2 * ((Fintype.card n : ℂ) - 1)) := by
      rw [eq_div_iff (mul_ne_zero two_ne_zero r1)]
      linear_combination ht
    rw [generator, ← t, ← h, add_sub_cancel_right, smul_smul, inv_mul_cancel₀ r2, one_smul]
  · intro h
    have t : M.trace = (N : ℂ) * (N - 1) / (2 * ((Fintype.card n : ℂ) - 1)) := by
      rw [h, generator]
      simp only [Matrix.trace_sub, Matrix.trace_smul, Matrix.trace_one, hg, smul_eq_mul]
      rw [inv_mul_eq_iff_eq_mul₀ r2]
      field_simp
      ring
    rw [t, h, generator, smul_smul, mul_inv_cancel₀ r2, one_smul, sub_add_cancel]
```

Uniqueness holds within this form of D. The Slater determinant's own two-particle matrix also contracts to (N − 1) g, and in the four-orbital example it is not of this form.

Q: And the pair occupation formula?

A: It follows by replacing M with `generator` and reading off the diagonal entry. The hypothesis `hij` removes the exchange terms. For i = j the entry would vanish by antisymmetry.

```lean
/-- For at least three orbitals and `g` of trace `N`: if the two-particle matrix contracts to `(N -
1) g`, its diagonal entry for two distinct orbitals is `(N - 1) / (r - 2)` times `g i i + g j j - N
/ (r - 1)`. -/
theorem pair_diagonal (hr : 3 ≤ Fintype.card n) {N : ℕ} {g M : Matrix n n ℂ}
    (hg : g.trace = N) (hM : contract (pairMatrix M) = ((N : ℂ) - 1) • g)
    {i j : n} (hij : i ≠ j) :
    pairMatrix M (i, j) (i, j) = ((N : ℂ) - 1) / ((Fintype.card n : ℂ) - 2) *
      (g i i + g j j - N / ((Fintype.card n : ℂ) - 1)) := by
  have r1 : (Fintype.card n : ℂ) - 1 ≠ 0 :=
    sub_ne_zero.mpr (by exact_mod_cast (by omega : Fintype.card n ≠ 1))
  have r2 : (Fintype.card n : ℂ) - 2 ≠ 0 :=
    sub_ne_zero.mpr (by exact_mod_cast (by omega : Fintype.card n ≠ 2))
  rw [(contract_eq_iff hr hg M).1 hM, pairMatrix_apply]
  simp only [generator, Matrix.one_apply_eq, Matrix.one_apply_ne hij,
    Matrix.one_apply_ne hij.symm, Matrix.smul_apply, Matrix.sub_apply, smul_eq_mul]
  field_simp
  ring
```

Q: Read me the main theorem in words before I see it.

A: Let S contain N orbitals, with N ≥ 2 and N + 2 ≤ r. Then there is a matrix M with four properties. A matrix M' satisfies the contraction condition exactly when M' = M, which covers existence and uniqueness together. The two-particle matrix built from M is Hermitian. Its diagonal entry on any two distinct orbitals outside S is −N(N − 1)/((r − 1)(r − 2)). Finally, it is not positive semidefinite.

Q: The word N-representable does not occur there.

A: No. The file has no Fock space and no N-electron states. The step from a negative pair occupation to non-representability is the squared-norm argument I gave at the start, and it belongs to the physics around the theorem.

Q: I have another worry. Positive semidefiniteness is tested on all vectors indexed by pairs, including unphysical ones such as the bare product |ij⟩. Could D be negative only there?

A: No, because D is antisymmetric in its rows and in its columns. Take the normalised antisymmetric pair (|ij⟩ − |ji⟩)/√2. Its expectation value contains four entries of D, all equal to D(ij,ij) once the signs are included, so it is 4 D(ij,ij)/2 = 2 D(ij,ij). In the four-orbital example that is −2/3, and the negative direction is a legitimate two-fermion state.

Q: How does the proof get from a complex entry to a contradiction about signs? Complex numbers have no useful order.

A: This is the device on which the last part turns. Opening the scope `ComplexOrder` gives ℂ a partial order in which 0 ≤ z means that z is real and nonnegative. Mathlib's `PosSemidef` is stated with that order, and `diag_nonneg` says that every diagonal entry of such a matrix is ≥ 0 in this sense. The proof applies it to an empty pair and gets `h0`, an inequality in ℂ about the explicit fraction. `linarith` needs a linear order, so the inequality has to move to ℝ. `Complex.zero_le_real` does this: a real number viewed as complex is nonnegative exactly when it is nonnegative as a real. `push_cast` distributes the embedding of ℝ in ℂ over the fraction until it matches `h0`. The real inequality `h1` then contradicts `h2`, which says that the same fraction without its minus sign is positive.

Q: And the empty pair itself?

A: The complement of S has r − N ≥ 2 elements, and `Finset.one_lt_card` extracts two distinct ones. The earlier parts of the proof check that g has trace N and is Hermitian, then specialise the pair formula; that is `hd`.

```lean
/-- For `N` occupied orbitals out of `r`, with `2 ≤ N ≤ r - 2`, exactly one `M` gives a
two-particle matrix contracting to `(N - 1) g`. That matrix is Hermitian, has the diagonal entry
`-N (N - 1) / ((r - 1) (r - 2))` on every pair of distinct empty orbitals, and is not positive
semidefinite. -/
theorem contraction_insufficient (S : Finset n) {N : ℕ} (hS : S.card = N) (hN : 2 ≤ N)
    (hr : N + 2 ≤ Fintype.card n) :
    ∃ M : Matrix n n ℂ,
      (∀ M', contract (pairMatrix M') = ((N : ℂ) - 1) • occupation S ↔ M' = M) ∧
      (pairMatrix M).IsHermitian ∧
      (∀ i j, i ∉ S → j ∉ S → i ≠ j → pairMatrix M (i, j) (i, j) =
        -((N : ℂ) * (N - 1) / (((Fintype.card n : ℂ) - 1) * ((Fintype.card n : ℂ) - 2)))) ∧
      ¬ (pairMatrix M).PosSemidef := by
  have r3 : 3 ≤ Fintype.card n := by omega
  have hg : (occupation S).trace = (N : ℂ) := by
    simp [occupation, Matrix.trace_diagonal, hS]
  have hH : (occupation S)ᴴ = occupation S := by
    ext i j
    by_cases hij : i = j
    · subst hij
      by_cases hi : i ∈ S <;> simp [occupation, hi]
    · simp [occupation, Matrix.diagonal_apply_ne _ hij, Matrix.diagonal_apply_ne _ (Ne.symm hij)]
  have hd : ∀ i j, i ∉ S → j ∉ S → i ≠ j →
      pairMatrix (generator N (occupation S)) (i, j) (i, j) =
        -((N : ℂ) * (N - 1) / (((Fintype.card n : ℂ) - 1) * ((Fintype.card n : ℂ) - 2))) := by
    intro i j hi hj hij
    rw [pair_diagonal r3 hg ((contract_eq_iff r3 hg _).2 rfl) hij]
    simp only [occupation, Matrix.diagonal_apply_eq, if_neg hi, if_neg hj]
    rw [add_zero, zero_sub, mul_neg, div_mul_div_comm, mul_comm ((N : ℂ) - 1),
      mul_comm ((Fintype.card n : ℂ) - 2)]
  refine ⟨generator N (occupation S), contract_eq_iff r3 hg, ?_, hd, ?_⟩
  · apply pairMatrix_isHermitian
    simp [Matrix.IsHermitian, generator, Matrix.conjTranspose_smul, hH]
  · intro hP
    -- two empty orbitals carry a negative pair occupation
    have hc : 1 < (Sᶜ).card := by
      rw [Finset.card_compl]
      omega
    obtain ⟨i, hi, j, hj, hij⟩ := Finset.one_lt_card.mp hc
    have h0 := hP.diag_nonneg (i := (i, j))
    rw [hd i j (Finset.mem_compl.mp hi) (Finset.mem_compl.mp hj) hij] at h0
    have h1 : (0 : ℝ) ≤ -((N : ℝ) * (N - 1) /
        (((Fintype.card n : ℝ) - 1) * ((Fintype.card n : ℝ) - 2))) := by
      apply Complex.zero_le_real.mp
      push_cast
      exact h0
    have a : (2 : ℝ) ≤ N := by exact_mod_cast hN
    have b : (3 : ℝ) ≤ Fintype.card n := by exact_mod_cast r3
    have h2 : 0 < (N : ℝ) * (N - 1) /
        (((Fintype.card n : ℝ) - 1) * ((Fintype.card n : ℝ) - 2)) :=
      div_pos (mul_pos (by linarith) (by linarith)) (mul_pos (by linarith) (by linarith))
    linarith

end

end PairReconstruction
```

```lean
#print axioms PairReconstruction.pairMatrix_antisymm
#print axioms PairReconstruction.contract_pairMatrix
#print axioms PairReconstruction.contraction_insufficient
```

```
'PairReconstruction.pairMatrix_antisymm' depends on axioms: [propext, Classical.choice, Quot.sound]
'PairReconstruction.contract_pairMatrix' depends on axioms: [propext, Classical.choice, Quot.sound]
'PairReconstruction.contraction_insufficient' depends on axioms: [propext, Classical.choice, Quot.sound]
```

Q: What should someone working in electronic structure take from this?

A: If a two-particle density matrix is reconstructed from a one-particle one, agreement of the contraction is a weak check: for this linear ansatz in a finite basis, with g from a single determinant of at least two electrons and with at least two empty orbitals, the contraction is correct and yet D is not positive semidefinite. Testing the eigenvalues of D, or here merely its diagonal, exposes the problem.
